# On a finite ring, a randomly shifted grid of n equally spaced points has variance only from nonzero Fourier modes divisible by n

## Two sites, two very different errors

Take a ring of four sites, x = 0, 1, 2, 3. I want the mean of a function f over the ring, and I estimate it by choosing a random site u and averaging f over u and the opposite site u + 2. For f(x) = i^x the two values always cancel, so I get the true mean, 0, whatever u is. For f(x) = (−1)^x the two values are always equal, so I get +1 or −1 and the variance is 1, as if I had sampled a single site. Two independent random sites would have given 1/2.

Both functions are plain waves and I use two points each time. What decides how much a randomly shifted grid fluctuates, and can it ever do worse than one random point?

## The grid keeps the waves that look constant on it

The wave number decides. Your first function has wave number 1 and your second has wave number 2. On two opposite sites, wave number 2 takes the same value twice, so averaging leaves it alone. In general, n equally spaced points remove every wave whose number is not divisible by n and leave the others unchanged. The variance is the total weight of the nonzero waves that are left, so it never exceeds that of one random point.

Let the ring have N = mn sites, with m and n positive integers, and let f be complex-valued. Define the Fourier coefficients and the grid average by

c_k = (1/N) Σ_x exp(−2πikx/N) f(x)

A(u) = (1/n) Σ_{j=0}^{n−1} f(u + mj)

Here n is the number of grid points and m is their spacing. The shift u is uniform over all N sites.

**Orthogonality.** For a site b, put z = exp(2πib/N). If b = 0, then Σ_k z^k = N. Otherwise z ≠ 1 but z^N = 1, and (z − 1) Σ_k z^k = z^N − 1 = 0 forces the sum to vanish.

**Parseval's identity.** Expand the squared modulus and sum over k first:

Σ_k |c_k|² = (1/N²) Σ_x Σ_y f(x) f(y)* Σ_k exp(2πik(y − x)/N) = (1/N) Σ_x |f(x)|²

Only the terms with y = x survive.

**Variance.** Let g be any function on the ring, with mean ḡ. Its zeroth coefficient is ḡ. The constant ḡ has coefficient ḡ at k = 0 and 0 elsewhere, so g − ḡ has the coefficients of g except that the zeroth is gone. Parseval's identity for g − ḡ gives

Var g = Σ_{k≠0} |c_k(g)|²

**Translation.** Substituting y = x + a in the sum for the coefficient shows that the function u ↦ f(u + a) has coefficients exp(2πika/N) c_k.

**The grid.** With a = mj the phase is exp(2πikj/n), because N = mn. Hence

c_k(A) = c_k · (1/n) Σ_{j=0}^{n−1} exp(2πikj/n)

If n divides k, every term is 1 and c_k(A) = c_k. If not, the ratio of the geometric sum differs from 1 while its n-th power equals 1, so the sum is 0. Combining this with the variance formula gives

mean of A = c_0

Var A = Σ_{k≠0, n divides k} |c_k|²

This is part of the sum for Var f, so Var A ≤ Var f. Your (−1)^x attains equality. The variance is zero exactly when every coefficient in the sum vanishes, and then A(u) equals the true mean for every shift.

For non-interacting electrons in a one-dimensional crystal, f could be a band quantity on a fine mesh of mn crystal momenta, and A its average over a coarser mesh with a random offset. The formula then identifies the harmonics of f that make the result depend on the offset; k numbers those harmonics and is not the crystal momentum.

### What the Lean theorems say

Sites and wave numbers are both elements of `ZMod N`, the integers modulo N, so the ring closes on itself automatically. The wave is Mathlib's `stdAddChar`, which sends x to exp(2πix/N). The assumptions `[NeZero m]` and `[NeZero n]` say that m and n are positive.

The random shift is expressed through finite averages, with no probability space. `mean` divides the sum over all sites by N. `variance` is the mean of |g − mean|², a real number even for complex g, and it too divides by N, not N − 1. `coeff f k` is c_k, including its factor 1/N; with an unnormalised discrete Fourier transform, the variance formula would need an extra factor 1/N². `gridAvg m n f u` is A(u).

The condition `n ∣ k.val` tests the representative of k between 0 and mn − 1. Since n divides mn, any other representative would give the same answer.

`mean_and_variance_gridAvg` states the two formulas for A. `gridAvg_exact_iff` says that the grid average equals the mean for every shift if and only if `coeff f k` is zero at each nonzero k divisible by n. `variance_gridAvg_le` is the comparison with a single random point.

Passing to a function on a continuous interval takes a further argument: here the shift has only mn possible values, and c_0 is the average over the fine lattice, not an integral.

```lean
import Mathlib

open ComplexConjugate
open ZMod (stdAddChar)

namespace RandomlyShiftedGrid

noncomputable section

variable {N : ℕ} [NeZero N]

/-- The mean of `g` at a uniformly random point of the periodic lattice with `N` sites. -/
def mean (g : ZMod N → ℂ) : ℂ := (∑ u, g u) / N

/-- The variance of `g` at a uniformly random lattice point: the mean squared modulus of
its deviation from the mean. -/
def variance (g : ZMod N → ℂ) : ℝ := (∑ u, ‖g u - mean g‖ ^ 2) / N

/-- The Fourier coefficient `c_k` of `f`, normalised by the number of sites. -/
def coeff (f : ZMod N → ℂ) (k : ZMod N) : ℂ :=
  (∑ x, stdAddChar (-(k * x)) * f x) / N

/-- The average of `f` over the `n` grid points `u + m j`, for positive `n`. -/
def gridAvg (m n : ℕ) (f : ZMod (m * n) → ℂ) (u : ZMod (m * n)) : ℂ :=
  (∑ j ∈ Finset.range n, f (u + ((m * j : ℕ) : ZMod (m * n)))) / n

/-- Orthogonality of lattice waves: the sum over all wave numbers is `N` at the origin and
zero at every other site. -/
theorem sum_wave (b : ZMod N) :
    ∑ k : ZMod N, stdAddChar (k * b) = if b = 0 then (N : ℂ) else 0 := by
  rw [AddChar.sum_mulShift b (ZMod.isPrimitive_stdAddChar N)]
  split_ifs <;> simp [ZMod.card]

/-- Parseval's identity: the squared moduli of the Fourier coefficients add up to the mean
of the squared modulus of `f`. -/
theorem parseval (f : ZMod N → ℂ) :
    ∑ k, ‖coeff f k‖ ^ 2 = (∑ x, ‖f x‖ ^ 2) / N := by
  have hN : (N : ℂ) ≠ 0 := Nat.cast_ne_zero.mpr (NeZero.ne N)
  -- expand each squared modulus as a double sum over sites
  have h (k : ZMod N) : coeff f k * conj (coeff f k) =
      (∑ x, ∑ y, f x * conj (f y) * stdAddChar (k * (y - x))) / (N : ℂ) ^ 2 := by
    unfold coeff
    rw [map_div₀, map_sum, map_natCast, div_mul_div_comm, Finset.sum_mul_sum, ← sq (N : ℂ)]
    congr 1
    refine Finset.sum_congr rfl fun x _ => Finset.sum_congr rfl fun y _ => ?_
    rw [map_mul, ← AddChar.map_neg_eq_conj, neg_neg,
      show k * (y - x) = -(k * x) + k * y by ring, AddChar.map_add_eq_mul]
    ring
  -- summing over wave numbers leaves only the diagonal
  have h2 : ∑ k : ZMod N, ∑ x, ∑ y, f x * conj (f y) * stdAddChar (k * (y - x)) =
      N * ∑ x, f x * conj (f x) := by
    rw [Finset.sum_comm, Finset.mul_sum]
    refine Finset.sum_congr rfl fun x _ => ?_
    rw [Finset.sum_comm]
    simp_rw [← Finset.mul_sum, sum_wave]
    rw [Finset.sum_eq_single x (fun y _ hy => by simp [sub_eq_zero, hy]) (by simp),
      if_pos (sub_self x)]
    ring
  have key : ∑ k, coeff f k * conj (coeff f k) = (∑ x, f x * conj (f x)) / N := by
    rw [Finset.sum_congr rfl (fun k _ => h k), ← Finset.sum_div, h2]
    field_simp
  simp only [Complex.mul_conj, Complex.normSq_eq_norm_sq] at key
  exact_mod_cast key

/-- The zeroth Fourier coefficient is the mean. -/
theorem coeff_zero (f : ZMod N → ℂ) : coeff f 0 = mean f := by
  simp [coeff, mean]

/-- The variance at a uniformly random site is the total weight of the nonzero modes. -/
theorem variance_eq (g : ZMod N → ℂ) :
    variance g = ∑ k : ZMod N with k ≠ 0, ‖coeff g k‖ ^ 2 := by
  have hN : (N : ℂ) ≠ 0 := Nat.cast_ne_zero.mpr (NeZero.ne N)
  -- subtracting the mean removes the zero mode and nothing else
  have hc (k : ZMod N) :
      coeff (fun x => g x - mean g) k = if k = 0 then 0 else coeff g k := by
    have hs : ∑ x : ZMod N, stdAddChar (-(k * x)) = if -k = 0 then (N : ℂ) else 0 := by
      rw [← sum_wave (-k)]
      exact Finset.sum_congr rfl fun x _ => by rw [show -(k * x) = x * -k by ring]
    have hd : coeff (fun x => g x - mean g) k =
        coeff g k - (∑ x : ZMod N, stdAddChar (-(k * x))) * mean g / N := by
      unfold coeff
      simp only [mul_sub, Finset.sum_sub_distrib, ← Finset.sum_mul, sub_div]
    rw [hd, hs]
    by_cases hk : k = 0
    · subst hk
      rw [if_pos neg_zero, if_pos rfl, coeff_zero, mul_div_cancel_left₀ _ hN, sub_self]
    · rw [if_neg (neg_ne_zero.mpr hk), if_neg hk]
      simp
  have hp : variance g = ∑ k, ‖coeff (fun x => g x - mean g) k‖ ^ 2 :=
    (parseval (fun x => g x - mean g)).symm
  rw [hp, Finset.sum_filter]
  refine Finset.sum_congr rfl fun k _ => ?_
  rw [hc]
  by_cases hk : k = 0 <;> simp [hk]

/-- Translating a function by `a` multiplies its Fourier coefficient by a phase. -/
theorem coeff_shift (f : ZMod N → ℂ) (a k : ZMod N) :
    coeff (fun u => f (u + a)) k = stdAddChar (k * a) * coeff f k := by
  unfold coeff
  rw [← mul_div_assoc, Finset.mul_sum]
  congr 1
  refine Fintype.sum_equiv (Equiv.addRight a) _ _ fun x => ?_
  simp only [Equiv.coe_addRight]
  rw [← mul_assoc, ← AddChar.map_add_eq_mul, show k * a + -(k * (x + a)) = -(k * x) by ring]

variable (m n : ℕ) [NeZero m] [NeZero n]

/-- The phases of a wave on the `n` grid points add up to `n` if `n` divides the wave
number, and cancel otherwise. -/
theorem grid_phase_sum (k : ZMod (m * n)) :
    ∑ j ∈ Finset.range n, stdAddChar (k * ((m * j : ℕ) : ZMod (m * n))) =
      if n ∣ k.val then (n : ℂ) else 0 := by
  have hz : k * (m : ZMod (m * n)) = 0 ↔ n ∣ k.val := by
    have h : k * (m : ZMod (m * n)) = ((m * k.val : ℕ) : ZMod (m * n)) := by
      rw [Nat.cast_mul, ZMod.natCast_zmod_val]
      exact mul_comm _ _
    rw [h, ZMod.natCast_eq_zero_iff]
    exact Nat.mul_dvd_mul_iff_left (Nat.pos_of_neZero m)
  have hp (j : ℕ) : stdAddChar (k * ((m * j : ℕ) : ZMod (m * n))) =
      stdAddChar (k * (m : ZMod (m * n))) ^ j := by
    rw [← AddChar.map_nsmul_eq_pow, nsmul_eq_mul, Nat.cast_mul]
    congr 1
    ring
  simp_rw [hp]
  split_ifs with h
  · rw [hz.mpr h]
    simp
  · -- a nontrivial root of unity has vanishing geometric sum
    have hne : stdAddChar (k * (m : ZMod (m * n))) ≠ 1 := fun h1 =>
      h (hz.mp (ZMod.injective_stdAddChar (h1.trans (AddChar.map_zero_eq_one _).symm)))
    have hpow : stdAddChar (k * (m : ZMod (m * n))) ^ n = 1 := by
      rw [← hp, ZMod.natCast_self, mul_zero, AddChar.map_zero_eq_one]
    have hg := geom_sum_mul (stdAddChar (k * (m : ZMod (m * n)))) n
    rw [hpow, sub_self] at hg
    exact (mul_eq_zero.mp hg).resolve_right (sub_ne_zero.mpr hne)

/-- Grid averaging is a Fourier filter: it keeps the modes whose wave number is divisible
by `n` and removes all others. -/
theorem coeff_gridAvg (f : ZMod (m * n) → ℂ) (k : ZMod (m * n)) :
    coeff (gridAvg m n f) k = if n ∣ k.val then coeff f k else 0 := by
  have hn : (n : ℂ) ≠ 0 := Nat.cast_ne_zero.mpr (NeZero.ne n)
  have h : coeff (gridAvg m n f) k = (∑ j ∈ Finset.range n,
      coeff (fun u => f (u + ((m * j : ℕ) : ZMod (m * n)))) k) / n := by
    unfold coeff gridAvg
    simp_rw [← mul_div_assoc, Finset.mul_sum, ← Finset.sum_div]
    rw [Finset.sum_comm, div_right_comm]
  rw [h, Finset.sum_congr rfl (fun j _ => coeff_shift f ((m * j : ℕ) : ZMod (m * n)) k),
    ← Finset.sum_mul, grid_phase_sum]
  split_ifs
  · exact mul_div_cancel_left₀ _ hn
  · simp

/-- For a uniformly random shift, the grid average has mean `c_0`, and its variance is the
sum of `|c_k|²` over the nonzero wave numbers `k` divisible by `n`. -/
theorem mean_and_variance_gridAvg (f : ZMod (m * n) → ℂ) :
    mean (gridAvg m n f) = coeff f 0 ∧
    variance (gridAvg m n f) =
      ∑ k : ZMod (m * n) with k ≠ 0 ∧ n ∣ k.val, ‖coeff f k‖ ^ 2 := by
  constructor
  · rw [← coeff_zero, coeff_gridAvg]
    simp
  · rw [variance_eq, Finset.sum_filter, Finset.sum_filter]
    refine Finset.sum_congr rfl fun k _ => ?_
    rw [coeff_gridAvg]
    by_cases hk : k = 0 <;> by_cases hd : n ∣ k.val <;> simp [hk, hd]

/-- The grid average equals the mean of `f` for every shift if and only if all Fourier
coefficients at nonzero wave numbers divisible by `n` vanish. -/
theorem gridAvg_exact_iff (f : ZMod (m * n) → ℂ) :
    (∀ u, gridAvg m n f u = mean f) ↔
      ∀ k : ZMod (m * n), k ≠ 0 → n ∣ k.val → coeff f k = 0 := by
  obtain ⟨hm, hv⟩ := mean_and_variance_gridAvg m n f
  constructor
  · intro h k hk hd
    have h0 : variance (gridAvg m n f) = 0 := by
      simp [variance, hm, coeff_zero, h]
    rw [hv, Finset.sum_eq_zero_iff_of_nonneg (fun _ _ => by positivity)] at h0
    have h1 := h0 k (Finset.mem_filter.mpr ⟨Finset.mem_univ k, hk, hd⟩)
    exact norm_eq_zero.mp ((pow_eq_zero_iff two_ne_zero).mp h1)
  · intro h u
    have h0 : variance (gridAvg m n f) = 0 := by
      rw [hv]
      refine Finset.sum_eq_zero fun k hk => ?_
      have hk2 := (Finset.mem_filter.mp hk).2
      rw [h k hk2.1 hk2.2]
      simp
    -- zero variance forces every deviation to vanish
    unfold variance at h0
    have h1 := (div_eq_zero_iff.mp h0).resolve_right
      (Nat.cast_ne_zero.mpr (NeZero.ne (m * n)))
    rw [Finset.sum_eq_zero_iff_of_nonneg (fun _ _ => by positivity)] at h1
    have h2 := h1 u (Finset.mem_univ u)
    rw [hm, coeff_zero] at h2
    exact sub_eq_zero.mp (norm_eq_zero.mp ((pow_eq_zero_iff two_ne_zero).mp h2))

/-- The variance of the randomly shifted grid average is at most that of `f` at a single
uniformly random point. -/
theorem variance_gridAvg_le (f : ZMod (m * n) → ℂ) :
    variance (gridAvg m n f) ≤ variance f := by
  rw [(mean_and_variance_gridAvg m n f).2, variance_eq]
  exact Finset.sum_le_sum_of_subset_of_nonneg
    (fun k hk => Finset.mem_filter.mpr ⟨Finset.mem_univ k, (Finset.mem_filter.mp hk).2.1⟩)
    (fun _ _ _ => by positivity)

end

end RandomlyShiftedGrid
```

```lean
#print axioms RandomlyShiftedGrid.mean_and_variance_gridAvg
#print axioms RandomlyShiftedGrid.gridAvg_exact_iff
#print axioms RandomlyShiftedGrid.variance_gridAvg_le
```

```
'RandomlyShiftedGrid.mean_and_variance_gridAvg' depends on axioms: [propext, Classical.choice, Quot.sound]
'RandomlyShiftedGrid.gridAvg_exact_iff' depends on axioms: [propext, Classical.choice, Quot.sound]
'RandomlyShiftedGrid.variance_gridAvg_le' depends on axioms: [propext, Classical.choice, Quot.sound]
```

### From orthogonal waves to the variance formula

`sum_wave` is orthogonality, taken from Mathlib's theorem on sums of a primitive character. In `parseval`, the step `h` writes c_k times its conjugate as a double sum over sites, using the fact that conjugating a wave reverses the sign of its argument. Step `h2` exchanges the sums so that the one over k is done first, and `Finset.sum_eq_single` keeps the diagonal term. The identity is obtained over the complex numbers and then transferred to the reals.

`variance_eq` applies Parseval's identity to the deviation from the mean. Its inner claim `hc` says that subtracting the mean deletes the zeroth coefficient and changes no other; `hd` supplies the linearity and `hs` the coefficients of a constant.

`coeff_shift` is the translation rule, with `Equiv.addRight a` as the change of variable y = x + a.

`grid_phase_sum` handles the geometric sum. Step `hz` shows that km is zero modulo mn exactly when n divides k, by cancelling the positive factor m. Step `hp` writes the phases as powers of a single number. When n does not divide k, injectivity of `stdAddChar` shows that this number is not 1, `hpow` shows that its n-th power is 1, and `geom_sum_mul` makes the sum vanish. `coeff_gridAvg` combines this with the translation rule to give the filter.

The main theorem reads off the mean from the filter at k = 0 and inserts the filter into `variance_eq` for the rest. For `gridAvg_exact_iff`, both directions pass through zero variance: a sum of nonnegative terms is zero only if each term is, which is applied once to the Fourier weights and once to the deviations at the individual shifts. The final inequality compares two sums of nonnegative terms, one running over a subset of the other's wave numbers.
